# The Levy–Lieb functional at a lattice ground-state density: its value and its minimisers

## One particle on two sites

Take a particle on sites $0$ and $1$, with hopping amplitude one as the unit of energy: $H_0 = -(|0\rangle\langle 1| + |1\rangle\langle 0|)$, occupation operators $n_i = |i\rangle\langle i|$, and site potential $v = (1/3, -1/4)$. The Hamiltonian $H(v) = H_0 + v_0 n_0 + v_1 n_1$ satisfies, for a unit vector $\varphi = (\varphi_0, \varphi_1)$,
$$\langle\varphi, H(v)\varphi\rangle + 1 = \tfrac{1}{12}\,|4\varphi_0 - 3\varphi_1|^2 .$$
The ground energy is therefore $E(v) = -1$, reached at $\psi = (3/5, 4/5)$, whose density is $\rho = (9/25, 16/25)$. Every unit vector with this density has potential energy $v\cdot\rho = 3/25 - 4/25 = -1/25$, so among these vectors minimising $\langle H_0\rangle$ is the same as minimising $\langle H(v)\rangle$. The minimum is $-1 + 1/25 = -24/25$, which agrees with $\langle H_0\rangle_\psi = -2\cdot\tfrac35\cdot\tfrac45$.

## The general claim and its derivation

Let $V$ be a complex inner product space, $H_0$ and $n_i$ bounded Hermitian operators with $i$ in a finite set of sites, and $v$ a real potential. Write $\langle A\rangle_x = \operatorname{Re}\langle x, Ax\rangle$, $H(v) = H_0 + \sum_i v_i n_i$, and call $(\langle n_i\rangle_x)_i$ the density of $x$. Then $E(v)$ is the infimum of $\langle H(v)\rangle$ over unit vectors, and $F_{LL}(\rho)$ the infimum of $\langle H_0\rangle$ over unit vectors of density $\rho$; a minimiser attains the latter.

Claim: if some ground state $\psi$ of $H(v)$ has density $\rho$, then $F_{LL}(\rho) = E(v) - v\cdot\rho$, and the minimisers at $\rho$ are exactly the ground states of $H(v)$ with density $\rho$.

1. By linearity, $\langle H(v)\rangle_\varphi = \langle H_0\rangle_\varphi + v\cdot\rho$ whenever $\varphi$ has density $\rho$. Since $v$ is real, $H(v)$ is Hermitian.
2. Abbreviate $H = H(v)$, $E = E(v)$. On unit vectors $\langle H\rangle \ge -\|H\|$ by Cauchy–Schwarz, so the set defining $E$ is bounded below. Applying $E \le \langle H\rangle$ to $x/\|x\|$ gives $E\|x\|^2 \le \langle H\rangle_x$, which also holds at $x = 0$.
3. A unit vector $\varphi$ satisfies $H\varphi = E\varphi$ exactly when $\langle H\rangle_\varphi = E$. The forward direction is the inner product with $\varphi$. For the converse put $y = H\varphi - E\varphi$ and take real $t$. Hermiticity makes the two cross terms equal:
$$\langle H\rangle_{\varphi - ty} = E - 2t\operatorname{Re}\langle y, H\varphi\rangle + t^2\langle H\rangle_y, \qquad \|\varphi - ty\|^2 = 1 - 2t\operatorname{Re}\langle y,\varphi\rangle + t^2\|y\|^2 .$$
Because $\operatorname{Re}\langle y, H\varphi\rangle = \|y\|^2 + E\operatorname{Re}\langle y,\varphi\rangle$, step 2 becomes $0 \le a t^2 - 2\|y\|^2 t$ with $a = \langle H\rangle_y - E\|y\|^2$. A quadratic that is nonnegative for all $t$ has discriminant at most zero, so $4\|y\|^4 \le 0$ and $y = 0$.
4. For any unit $\chi$ of density $\rho$, steps 1 and 2 give $E - v\cdot\rho \le \langle H_0\rangle_\chi$. Hence, if $\varphi$ is one such vector, $E - v\cdot\rho \le F_{LL}(\rho) \le \langle H_0\rangle_\varphi$.
5. A minimiser $\varphi$ at $\rho$ has $\langle H\rangle_\varphi = F_{LL}(\rho) + v\cdot\rho$, so by step 3 it is a ground state exactly when $F_{LL}(\rho) = E - v\cdot\rho$.
6. The ground state $\psi$ has $\langle H_0\rangle_\psi = E - v\cdot\rho$, so the two bounds of step 4 meet. Step 5 then makes every minimiser a ground state, and every ground state of density $\rho$ has $\langle H_0\rangle = E - v\cdot\rho = F_{LL}(\rho)$.

For a finite lattice model such as a Hubbard cluster, with hopping and interaction in $H_0$, this says that a ground-state calculation at potential $v$ yields the value of $F_{LL}$ at the density of the pure ground state found. At any other density carried by a unit vector, step 4 gives the lower bound $E(v) - v\cdot\rho$. In finite dimension a minimiser exists there by compactness (not formalised below), so step 5 makes the bound strict unless some ground state of $H(v)$ has that density.

## States, operators and the two infima in Lean

```lean
import Mathlib

open Matrix

namespace LevyLiebGroundDensity

noncomputable section

variable {V : Type*} [NormedAddCommGroup V] [InnerProductSpace ℂ V] {ι : Type*} [Fintype ι]
```

`V` is the state space and `ι` the set of sites. No completeness or finite dimension is required, but operators have type `V →L[ℂ] V` and are therefore bounded, which excludes the continuum kinetic energy. A fixed particle number enters only through the choice of `V` as the corresponding sector.

```lean
/-- A bounded operator is Hermitian if it can be moved across the inner product. -/
def Herm (A : V →L[ℂ] V) : Prop := ∀ x y, inner ℂ (A x) y = inner ℂ x (A y)

/-- The expectation value `Re ⟨ψ, A ψ⟩`. -/
def expect (A : V →L[ℂ] V) (ψ : V) : ℝ := (inner ℂ ψ (A ψ)).re

/-- The density of `ψ`: the site occupations `⟨ψ, n_i ψ⟩`. -/
def density (n : ι → V →L[ℂ] V) (ψ : V) : ι → ℝ := fun i => expect (n i) ψ

/-- The lattice Hamiltonian `H(v) = H0 + ∑ v_i n_i`. -/
def hamiltonian (H0 : V →L[ℂ] V) (n : ι → V →L[ℂ] V) (v : ι → ℝ) : V →L[ℂ] V :=
  H0 + ∑ i, (v i : ℂ) • n i
```

The inner product is antilinear in its first argument, as in Dirac notation. `expect` takes the real part and does not divide by the norm, so it is an expectation value on unit vectors only. The `n i` are not required to commute, to be projectors or to sum to a particle number.

```lean
/-- The ground energy: the infimum of `⟨ψ, H ψ⟩` over unit vectors. -/
def groundEnergy (H : V →L[ℂ] V) : ℝ := sInf (expect H '' {ψ | ‖ψ‖ = 1})

/-- A ground state: a unit eigenvector of `H` whose eigenvalue is the ground energy. -/
def IsGroundState (H : V →L[ℂ] V) (ψ : V) : Prop :=
  ‖ψ‖ = 1 ∧ H ψ = (groundEnergy H : ℂ) • ψ

/-- The Levy-Lieb functional: the infimum of `⟨ψ, H0 ψ⟩` over unit vectors of density `ρ`. -/
def levyLieb (H0 : V →L[ℂ] V) (n : ι → V →L[ℂ] V) (ρ : ι → ℝ) : ℝ :=
  sInf (expect H0 '' {ψ | ‖ψ‖ = 1 ∧ density n ψ = ρ})

/-- A constrained-search minimiser: a unit vector of density `ρ` with `⟨H0⟩ = F_LL(ρ)`. -/
def IsMinimiser (H0 : V →L[ℂ] V) (n : ι → V →L[ℂ] V) (ρ : ι → ℝ) (φ : V) : Prop :=
  ‖φ‖ = 1 ∧ density n φ = ρ ∧ expect H0 φ = levyLieb H0 n ρ
```

A ground state is defined by the eigenvalue equation, not by its energy, which is why step 3 needs a proof. The search runs over vectors, not density matrices. A real `sInf` over an empty set returns zero, so `levyLieb` at a density that no unit vector has is not meaningful; every theorem on `levyLieb` below supplies such a vector.

## Energy splitting and the variational characterisation

```lean
/-- The energy splits into the internal part and the potential part `v · ρ`. -/
theorem expect_hamiltonian (H0 : V →L[ℂ] V) (n : ι → V →L[ℂ] V) (v : ι → ℝ) (ψ : V) :
    expect (hamiltonian H0 n v) ψ = expect H0 ψ + v ⬝ᵥ density n ψ := by
  have h : hamiltonian H0 n v ψ = H0 ψ + ∑ i, (v i : ℂ) • n i ψ := by
    simp [hamiltonian]
  simp only [expect, density, dotProduct, h, inner_add_right, inner_sum, inner_smul_right,
    Complex.add_re, Complex.re_sum, Complex.re_ofReal_mul]

/-- `H(v)` is Hermitian when `H0` and all `n_i` are. -/
theorem herm_hamiltonian {H0 : V →L[ℂ] V} {n : ι → V →L[ℂ] V} (h0 : Herm H0)
    (hn : ∀ i, Herm (n i)) (v : ι → ℝ) : Herm (hamiltonian H0 n v) := by
  intro x y
  have h : ∀ z, hamiltonian H0 n v z = H0 z + ∑ i, (v i : ℂ) • n i z := fun z => by
    simp [hamiltonian]
  have hn' : ∀ i, inner ℂ (n i x) y = inner ℂ x (n i y) := fun i => hn i x y
  simp only [h, inner_add_left, inner_add_right, inner_sum, sum_inner, inner_smul_left,
    inner_smul_right, Complex.conj_ofReal, h0 x y, hn']
```

These are step 1; `v ⬝ᵥ density n ψ` is $\sum_i v_i\langle n_i\rangle_\psi$.

```lean
/-- Variational principle: `E ‖x‖² ≤ Re ⟨x, H x⟩` for every vector `x`. -/
theorem variational (H : V →L[ℂ] V) (x : V) : groundEnergy H * ‖x‖ ^ 2 ≤ expect H x := by
  -- the expectation values on the unit sphere are bounded below by `-‖H‖`
  have hb : BddBelow (expect H '' {ψ | ‖ψ‖ = 1}) := by
    refine ⟨-‖H‖, ?_⟩
    rintro _ ⟨φ, hφ, rfl⟩
    have hφ' : ‖φ‖ = 1 := hφ
    have h1 := norm_inner_le_norm (𝕜 := ℂ) φ (H φ)
    have h2 := H.le_opNorm φ
    have h3 := Complex.abs_re_le_norm (inner ℂ φ (H φ))
    have h4 := neg_abs_le (inner ℂ φ (H φ)).re
    rw [hφ'] at h1 h2
    unfold expect
    linarith
  by_cases hx : x = 0
  · simp [hx, expect]
  have hc : ‖x‖ ≠ 0 := norm_ne_zero_iff.mpr hx
  -- normalise `x`
  have hu : ‖((‖x‖⁻¹ : ℝ) : ℂ) • x‖ = 1 := by
    rw [norm_smul, Complex.norm_real, norm_inv, norm_norm, inv_mul_cancel₀ hc]
  have he : expect H (((‖x‖⁻¹ : ℝ) : ℂ) • x) = ‖x‖⁻¹ * (‖x‖⁻¹ * expect H x) := by
    simp only [expect, map_smul, inner_smul_left, inner_smul_right, Complex.conj_ofReal,
      Complex.re_ofReal_mul]
  have hle : groundEnergy H ≤ ‖x‖⁻¹ * (‖x‖⁻¹ * expect H x) := csInf_le hb ⟨_, hu, he⟩
  calc groundEnergy H * ‖x‖ ^ 2 ≤ ‖x‖⁻¹ * (‖x‖⁻¹ * expect H x) * ‖x‖ ^ 2 := by gcongr
    _ = expect H x := by field_simp
```

Step 2 holds for any bounded `H`. In `hb` the bound $-\|H\|$ comes from Cauchy–Schwarz, `norm_inner_le_norm`, and the operator norm, `H.le_opNorm`. Then `hu` and `he` normalise $x$, and `csInf_le` compares the infimum with one member of the set.

```lean
/-- For Hermitian `H`, a unit vector is a ground state exactly when its energy is `E`. -/
theorem isGroundState_iff {H : V →L[ℂ] V} (hH : Herm H) {ψ : V} (hψ : ‖ψ‖ = 1) :
    IsGroundState H ψ ↔ expect H ψ = groundEnergy H := by
  have hn : ∀ x : V, (inner ℂ x x).re = ‖x‖ ^ 2 := fun x => inner_self_eq_norm_sq (𝕜 := ℂ) x
  constructor
  · rintro ⟨-, h⟩
    rw [expect, h, inner_smul_right, Complex.re_ofReal_mul, hn, hψ]
    ring
  · intro he
    refine ⟨hψ, ?_⟩
    obtain ⟨y, hy⟩ : ∃ y, y = H ψ - (groundEnergy H : ℂ) • ψ := ⟨_, rfl⟩
    have he' : (inner ℂ ψ (H ψ)).re = groundEnergy H := he
    have h1 : (inner ℂ ψ (H y)).re = (inner ℂ y (H ψ)).re := by
      rw [← hH ψ y, ← inner_conj_symm (H ψ) y, Complex.conj_re]
    have h2 : (inner ℂ ψ y).re = (inner ℂ y ψ).re := by
      rw [← inner_conj_symm ψ y, Complex.conj_re]
    have h3 : (inner ℂ y (H ψ)).re = ‖y‖ ^ 2 + groundEnergy H * (inner ℂ y ψ).re := by
      have h : H ψ = y + (groundEnergy H : ℂ) • ψ := by rw [hy, sub_add_cancel]
      rw [h, inner_add_right, inner_smul_right, Complex.add_re, Complex.re_ofReal_mul, hn]
    -- vary `ψ` along the residual `y`
    have key : ∀ t : ℝ, 0 ≤ ((inner ℂ y (H y)).re - groundEnergy H * ‖y‖ ^ 2) * (t * t)
        + (-2 * ‖y‖ ^ 2) * t + 0 := by
      intro t
      have h := variational H (ψ - (t : ℂ) • y)
      rw [← hn] at h
      simp only [expect, map_sub, map_smul, inner_sub_left, inner_sub_right, inner_smul_left,
        inner_smul_right, Complex.conj_ofReal, Complex.sub_re, Complex.re_ofReal_mul, hn] at h
      simp only [h1, h2, h3, he', hψ] at h
      nlinarith [h]
    have hd := discrim_le_zero key
    unfold discrim at hd
    have h4 : (‖y‖ ^ 2) ^ 2 = 0 := le_antisymm (by nlinarith) (by positivity)
    have h5 : y = 0 := by simpa using h4
    rw [hy] at h5
    exact sub_eq_zero.mp h5
```

Here `ψ` plays the role of $\varphi$ in step 3. Hermiticity is used in `h1`, which equates the cross terms; `h3` rewrites $\operatorname{Re}\langle y, H\psi\rangle$. The inequality `key` is the quadratic, written with constant term `0` to fit `discrim_le_zero`, and `h4` is $\|y\|^4 = 0$.

## Bounds on the functional and the main theorem

```lean
/-- If the unit vector `φ` has density `ρ`, then `E(v) - v · ρ ≤ F_LL(ρ) ≤ Re ⟨φ, H0 φ⟩` for every
potential `v`. -/
theorem levyLieb_bounds (H0 : V →L[ℂ] V) (n : ι → V →L[ℂ] V) (v : ι → ℝ) {ρ : ι → ℝ} {φ : V}
    (hφ : ‖φ‖ = 1) (hρ : density n φ = ρ) :
    groundEnergy (hamiltonian H0 n v) - v ⬝ᵥ ρ ≤ levyLieb H0 n ρ ∧
      levyLieb H0 n ρ ≤ expect H0 φ := by
  have hl : ∀ e ∈ expect H0 '' {ψ | ‖ψ‖ = 1 ∧ density n ψ = ρ},
      groundEnergy (hamiltonian H0 n v) - v ⬝ᵥ ρ ≤ e := by
    rintro _ ⟨χ, ⟨h1, h2⟩, rfl⟩
    have h := variational (hamiltonian H0 n v) χ
    rw [expect_hamiltonian, h1, h2] at h
    linarith
  exact ⟨le_csInf ⟨_, φ, ⟨hφ, hρ⟩, rfl⟩ hl, csInf_le ⟨_, hl⟩ ⟨φ, ⟨hφ, hρ⟩, rfl⟩⟩
```

Step 4 uses no Hermiticity and holds for every `v`. The lower bound `hl` serves twice: `le_csInf` passes it to the infimum, and `csInf_le` needs it to know that the set is bounded below.

```lean
/-- A constrained-search minimiser at `ρ` is a ground state of `H(v)` exactly when
`F_LL(ρ) = E(v) - v · ρ`. -/
theorem minimiser_ground_iff {H0 : V →L[ℂ] V} {n : ι → V →L[ℂ] V} (h0 : Herm H0)
    (hn : ∀ i, Herm (n i)) (v : ι → ℝ) {ρ : ι → ℝ} {φ : V} (hφ : IsMinimiser H0 n ρ φ) :
    IsGroundState (hamiltonian H0 n v) φ ↔
      levyLieb H0 n ρ = groundEnergy (hamiltonian H0 n v) - v ⬝ᵥ ρ := by
  obtain ⟨h1, h2, h3⟩ := hφ
  rw [isGroundState_iff (herm_hamiltonian h0 hn v) h1, expect_hamiltonian, h2, h3]
  constructor <;> intro h <;> linarith
```

This is step 5, for an arbitrary minimiser and potential: after the rewrites both sides are the same linear equation.

```lean
/-- If `ρ` is the density of a ground state of `H(v)`, then `F_LL(ρ) = E(v) - v · ρ`, and the
constrained-search minimisers at `ρ` are exactly the ground states of `H(v)` with density `ρ`. -/
theorem levyLieb_at_ground_density {H0 : V →L[ℂ] V} {n : ι → V →L[ℂ] V} (h0 : Herm H0)
    (hn : ∀ i, Herm (n i)) {v ρ : ι → ℝ} {ψ : V}
    (hψ : IsGroundState (hamiltonian H0 n v) ψ) (hρ : density n ψ = ρ) :
    levyLieb H0 n ρ = groundEnergy (hamiltonian H0 n v) - v ⬝ᵥ ρ ∧
      ∀ φ, IsMinimiser H0 n ρ φ ↔
        IsGroundState (hamiltonian H0 n v) φ ∧ density n φ = ρ := by
  -- a ground state of density `ρ` has internal energy `E(v) - v · ρ`
  have hg : ∀ φ, IsGroundState (hamiltonian H0 n v) φ → density n φ = ρ →
      expect H0 φ = groundEnergy (hamiltonian H0 n v) - v ⬝ᵥ ρ := by
    intro φ h1 h2
    have h := (isGroundState_iff (herm_hamiltonian h0 hn v) h1.1).mp h1
    rw [expect_hamiltonian, h2] at h
    linarith
  obtain ⟨hl, hu⟩ := levyLieb_bounds H0 n v hψ.1 hρ
  have hF := le_antisymm (hu.trans (hg ψ hψ hρ).le) hl
  refine ⟨hF, fun φ => ⟨fun h => ⟨(minimiser_ground_iff h0 hn v h).mpr hF, h.2.1⟩, ?_⟩⟩
  rintro ⟨h1, h2⟩
  exact ⟨h1.1, h2, (hg φ h1 h2).trans hF.symm⟩
```

In words: for Hermitian `H0` and `n i`, if `ψ` is a ground state of $H(v)$ with density `ρ`, then $F_{LL}(\rho) = E(v) - v\cdot\rho$, and any `φ` is a minimiser at `ρ` if and only if it is a ground state with density `ρ`. The hypotheses `hψ` and `hρ` express pure-state $v$-representability: the density is produced by an actual ground state of some site potential. This is assumed and not derived, and in infinite dimension a ground state need not exist. Degeneracy is allowed, and the condition `density n φ = ρ` selects, among degenerate ground states, those with the given density. The theorem says nothing on whether $\rho$ determines $v$, on which densities are representable, or on minimisers at other densities.

In the proof, `hg` gives $\langle H_0\rangle = E - v\cdot\rho$ for ground states of density $\rho$, `hF` is the squeeze of step 6, and the two directions of the equivalence use `minimiser_ground_iff` and `hg`.

## The dimer checked

```lean
/-- The operator `|i⟩⟨j|` for one particle on two sites. -/
def hop (i j : Fin 2) : EuclideanSpace ℂ (Fin 2) →L[ℂ] EuclideanSpace ℂ (Fin 2) :=
  (EuclideanSpace.proj j : EuclideanSpace ℂ (Fin 2) →L[ℂ] ℂ).smulRight
    (EuclideanSpace.single i (1 : ℂ))

/-- The dimer hopping Hamiltonian `-(|0⟩⟨1| + |1⟩⟨0|)`. -/
def dimerH0 : EuclideanSpace ℂ (Fin 2) →L[ℂ] EuclideanSpace ℂ (Fin 2) := -(hop 0 1 + hop 1 0)

/-- The dimer occupation operators `|i⟩⟨i|`. -/
def dimerN (i : Fin 2) : EuclideanSpace ℂ (Fin 2) →L[ℂ] EuclideanSpace ℂ (Fin 2) := hop i i

/-- The site potential `(1/3, -1/4)`. -/
def dimerV : Fin 2 → ℝ := ![1 / 3, -1 / 4]

/-- The state with amplitudes `(3/5, 4/5)`. -/
def dimerPsi : EuclideanSpace ℂ (Fin 2) := !₂[((3 / 5 : ℝ) : ℂ), ((4 / 5 : ℝ) : ℂ)]
```

`hop i j` sends $x$ to $x_j|i\rangle$, and `dimerPsi` is already normalised.

```lean
/-- On the dimer with potential `(1/3, -1/4)` the operators are Hermitian, `(3/5, 4/5)` is a
ground state of energy `-1` and density `(9/25, 16/25)`, and `F_LL` there is `-24/25`. -/
theorem dimer_witness : Herm dimerH0 ∧ (∀ i, Herm (dimerN i)) ∧
    IsGroundState (hamiltonian dimerH0 dimerN dimerV) dimerPsi ∧
    groundEnergy (hamiltonian dimerH0 dimerN dimerV) = -1 ∧
    density dimerN dimerPsi 0 = 9 / 25 ∧ density dimerN dimerPsi 1 = 16 / 25 ∧
    levyLieb dimerH0 dimerN (density dimerN dimerPsi) = -24 / 25 := by
  have hr : ∀ i j x y, inner ℂ y (hop i j x) = x j * starRingEnd ℂ (y i) := fun i j x y => by
    show inner ℂ y (x j • EuclideanSpace.single i (1 : ℂ)) = _
    rw [inner_smul_right, EuclideanSpace.inner_single_right, one_mul]
  have hl : ∀ i j x y, inner ℂ (hop i j x) y = starRingEnd ℂ (x j) * y i := fun i j x y => by
    rw [← inner_conj_symm, hr, map_mul, Complex.conj_conj]
  have ha : ∀ x, dimerH0 x = -(hop 0 1 x + hop 1 0 x) := fun _ => rfl
  have h0 : Herm dimerH0 := fun x y => by
    simp only [ha, inner_neg_left, inner_neg_right, inner_add_left, inner_add_right, hl, hr]
    ring
  have hn : ∀ i, Herm (dimerN i) := fun i x y => by rw [dimerN, hl, hr, mul_comm]
  have hd : ∀ φ i, density dimerN φ i = (φ i).re * (φ i).re + (φ i).im * (φ i).im := by
    intro φ i
    simp only [density, expect, dimerN, hr, Complex.mul_re, Complex.conj_re, Complex.conj_im]
    ring
  have v0 : dimerV 0 = 1 / 3 := rfl
  have v1 : dimerV 1 = -1 / 4 := rfl
  have hE : ∀ φ, expect (hamiltonian dimerH0 dimerN dimerV) φ =
      -2 * ((φ 0).re * (φ 1).re + (φ 0).im * (φ 1).im)
        + ((φ 0).re ^ 2 + (φ 0).im ^ 2) / 3 - ((φ 1).re ^ 2 + (φ 1).im ^ 2) / 4 := by
    intro φ
    rw [expect_hamiltonian]
    simp only [expect, ha, inner_neg_right, inner_add_right, hr, Complex.neg_re, Complex.add_re,
      Complex.mul_re, Complex.conj_re, Complex.conj_im, dotProduct, Fin.sum_univ_two, hd, v0, v1]
    ring
  have hN : ∀ φ : EuclideanSpace ℂ (Fin 2), ‖φ‖ ^ 2 =
      (φ 0).re ^ 2 + (φ 0).im ^ 2 + ((φ 1).re ^ 2 + (φ 1).im ^ 2) := fun φ => by
    rw [EuclideanSpace.norm_sq_eq]
    simp only [Fin.sum_univ_two, Complex.sq_norm, Complex.normSq_apply]
    ring
  have p0 : (dimerPsi 0).re = 3 / 5 := rfl
  have p1 : (dimerPsi 1).re = 4 / 5 := rfl
  have q0 : (dimerPsi 0).im = 0 := rfl
  have q1 : (dimerPsi 1).im = 0 := rfl
  have hu : ‖dimerPsi‖ = 1 := (pow_eq_one_iff_of_nonneg (norm_nonneg _) two_ne_zero).mp
    (by rw [hN, p0, p1, q0, q1]; norm_num)
  have he : expect (hamiltonian dimerH0 dimerN dimerV) dimerPsi = -1 := by
    rw [hE, p0, p1, q0, q1]; norm_num
  -- `⟨H + 1⟩ = |4 φ₀ - 3 φ₁|² / 12` on unit vectors
  have hg : groundEnergy (hamiltonian dimerH0 dimerN dimerV) = -1 := by
    refine IsLeast.csInf_eq ⟨⟨_, hu, he⟩, ?_⟩
    rintro _ ⟨φ, hφ, rfl⟩
    have hφ' : ‖φ‖ = 1 := hφ
    have h := hN φ
    rw [hφ'] at h
    rw [hE]
    nlinarith [sq_nonneg (4 * (φ 0).re - 3 * (φ 1).re), sq_nonneg (4 * (φ 0).im - 3 * (φ 1).im)]
  have hG := (isGroundState_iff (herm_hamiltonian h0 hn dimerV) hu).mpr (he.trans hg.symm)
  have d0 : density dimerN dimerPsi 0 = 9 / 25 := by rw [hd, p0, q0]; norm_num
  have d1 : density dimerN dimerPsi 1 = 16 / 25 := by rw [hd, p1, q1]; norm_num
  refine ⟨h0, hn, hG, hg, d0, d1, ?_⟩
  rw [(levyLieb_at_ground_density h0 hn hG rfl).1, hg, dotProduct, Fin.sum_univ_two,
    d0, d1, v0, v1]
  norm_num

end

end LevyLiebGroundDensity
```

The matrix elements `hr` and `hl` give Hermiticity, and `hE` writes the energy in the real and imaginary parts of $\varphi_0, \varphi_1$. In `hg` the perfect square from the opening appears as two squares handed to `nlinarith`, and `IsLeast.csInf_eq` turns the attained lower bound into $E = -1$. The value $-24/25$ then follows from the main theorem, with no separate search over states of the given density.

```lean
#print axioms LevyLiebGroundDensity.levyLieb_at_ground_density
```

```
'LevyLiebGroundDensity.levyLieb_at_ground_density' depends on axioms: [propext, Classical.choice, Quot.sound]
```
